# Radial normalisation integrals from boundary values and their energy derivatives

Take an electron in a box, $0\le r\le\pi$, in atomic units with zero potential. Its ground state is $\sin r$, with energy $E=\tfrac12$. For another energy $F>0$ put $k=\sqrt{2F}$ and $P_F(r)=\sin kr$, which still vanishes at $0$ but in general misses zero at $\pi$. Since $P_F''=-k^2P_F$,

$$(P_EP_F'-P_E'P_F)'=P_EP_F''-P_E''P_F=(1-k^2)P_EP_F .$$

Integrating over the box gives

$$(1-k^2)\int_0^\pi \sin r\,\sin kr\,dr=\sin k\pi .$$

Divide by $1-k^2$ and let $k\to1$: the result is $\int_0^\pi\sin^2 r\,dr=\pi/2$, so the normalised state is $\sqrt{2/\pi}\,\sin r$. The integral has been found from the behaviour of $P_F$ at the wall alone. The same argument works on a finite interval for a local potential that does not depend on the energy, if the radial equation holds up to both ends and the family of solutions is jointly continuous in energy and radius.

```lean
import Mathlib

open Set Filter Topology MeasureTheory intervalIntegral

namespace RadialNormalisation

noncomputable section
```

## The radial equation on a finite interval

A radial function $P$ with slope $P'$ satisfies

$$P''=2(V-E)P\quad\text{on }[a,b],$$

where $V$ is the effective potential, centrifugal term included. In Lean the slope is a separate function `dP`, and `IsRadialSolution` says that $P$ has derivative `dP` and that `dP` has derivative $2(V-E)P$. `HasDerivWithinAt` makes these derivatives one-sided at the ends. $P$ is real and need not be normalised. Continuity of $V$ is not assumed as such, but the equation must hold at every point, and a derivative cannot jump. This excludes a step of $V$ at a point where $P\ne0$, as in a finite square well. There one splits the interval at the step, gives $V$ its one-sided limit on each side, and adds the integrals of the two parts.

The equation is required at the end points too. On $[0,b]$ this excludes an s state in a point-nucleus Coulomb potential, and also a p state, for which $P\sim r^2$ has $P''(0)\ne0$ although $P(0)=0$. In both cases one can start at $a>0$; for the s state one can instead give the nucleus a finite size. An infinite range is also not covered.

```lean
/-- `P`, with slope `dP`, solves the radial equation `P'' = 2 (V - E) P` on `[a, b]`
(atomic units, `V` the effective potential). -/
structure IsRadialSolution (V : ℝ → ℝ) (E a b : ℝ) (P dP : ℝ → ℝ) : Prop where
  slope : ∀ r ∈ Icc a b, HasDerivWithinAt P (dP r) (Icc a b) r
  curvature : ∀ r ∈ Icc a b, HasDerivWithinAt dP (2 * (V r - E) * P r) (Icc a b) r
```

For two radial functions $P$ and $Q$, define the Wronskian $W=PQ'-P'Q$.

```lean
/-- The Wronskian `P Q' - P' Q` of two radial functions with slopes `dP` and `dQ`. -/
def wronskian (P dP Q dQ : ℝ → ℝ) (r : ℝ) : ℝ := P r * dQ r - dP r * Q r
```

## Overlap and Wronskian

Let $P$ have energy $E$ and $Q$ energy $F$, in the same potential. The product rule gives

$$W'=P'Q'+PQ''-P''Q-P'Q'=2(V-F)PQ-2(V-E)PQ=2(E-F)PQ .$$

The potential cancels. Lean combines the two product rules, and `ring` does the cancellation.

```lean
/-- The Wronskian of solutions at energies `E` and `F` in the same potential changes at the
rate `2 (E - F) P Q`. -/
theorem wronskian_hasDerivWithinAt {V P dP Q dQ : ℝ → ℝ} {E F a b : ℝ}
    (hP : IsRadialSolution V E a b P dP) (hQ : IsRadialSolution V F a b Q dQ)
    {r : ℝ} (hr : r ∈ Icc a b) :
    HasDerivWithinAt (wronskian P dP Q dQ) (2 * (E - F) * (P r * Q r)) (Icc a b) r := by
  have h := ((hP.slope r hr).mul (hQ.curvature r hr)).sub
    ((hP.curvature r hr).mul (hQ.slope r hr))
  exact h.congr_deriv (by ring)
```

Integrating from $a$ to $b$,

$$2(E-F)\int_a^bPQ\,dr=\bigl[PQ'-P'Q\bigr]_a^b .$$

The integrand is continuous because $P$ and $Q$ are differentiable, so the fundamental theorem of calculus needs no further condition on $V$.

```lean
/-- The energy difference times twice the overlap of two radial solutions equals the change
of their Wronskian from `a` to `b`. -/
theorem overlap_eq_wronskian_change {V P dP Q dQ : ℝ → ℝ} {E F a b : ℝ} (hab : a ≤ b)
    (hP : IsRadialSolution V E a b P dP) (hQ : IsRadialSolution V F a b Q dQ) :
    2 * (E - F) * ∫ r in a..b, P r * Q r =
      wronskian P dP Q dQ b - wronskian P dP Q dQ a := by
  have hPc : ContinuousOn P (Icc a b) := fun r hr => (hP.slope r hr).continuousWithinAt
  have hQc : ContinuousOn Q (Icc a b) := fun r hr => (hQ.slope r hr).continuousWithinAt
  have hint : IntervalIntegrable (fun r => 2 * (E - F) * (P r * Q r)) volume a b := by
    apply ContinuousOn.intervalIntegrable
    rw [uIcc_of_le hab]
    exact continuousOn_const.mul (hPc.mul hQc)
  -- integrate the rate of change of the Wronskian
  rw [← intervalIntegral.integral_const_mul]
  exact intervalIntegral.integral_eq_sub_of_hasDerivAt_of_le hab
    (fun r hr => (wronskian_hasDerivWithinAt hP hQ hr).continuousWithinAt)
    (fun r hr => (wronskian_hasDerivWithinAt hP hQ (Ioo_subset_Icc_self hr)).hasDerivAt
      (Icc_mem_nhds hr.1 hr.2)) hint
```

If $P$ and $Q$ vanish at both ends, the right-hand side is zero. For $E\ne F$ the factor $2(E-F)$ can be divided out, and the overlap vanishes. Both solutions must belong to the same $V$, which includes the centrifugal term; radial functions of different angular momentum need not be orthogonal.

```lean
/-- Radial solutions at different energies that vanish at both ends of the interval are
orthogonal. -/
theorem orthogonal_of_ne {V P dP Q dQ : ℝ → ℝ} {E F a b : ℝ} (hab : a ≤ b)
    (hP : IsRadialSolution V E a b P dP) (hQ : IsRadialSolution V F a b Q dQ)
    (hEF : E ≠ F) (hPa : P a = 0) (hQa : Q a = 0) (hPb : P b = 0) (hQb : Q b = 0) :
    ∫ r in a..b, P r * Q r = 0 := by
  have h := overlap_eq_wronskian_change hab hP hQ
  simp only [wronskian, hPa, hQa, hPb, hQb, zero_mul, mul_zero, sub_zero] at h
  exact (mul_eq_zero.mp h).resolve_left (mul_ne_zero two_ne_zero (sub_ne_zero.mpr hEF))
```

## Letting the two energies meet

Now let $P_F$ be a family of solutions for $F$ in a neighbourhood $S$ of $E$, jointly continuous in $F$ and $r$. Write $I(F)=\int_a^bP_EP_F\,dr$. Then

$$|I(F)-I(E)|\le(b-a)\,\max_{[a,b]}|P_E|\,\max_{[a,b]}|P_F-P_E|\longrightarrow0\quad(F\to E),$$

by uniform continuity on a compact set. Lean instead uses a general theorem on integrals with a parameter. That theorem wants functions on the whole line, so `projIcc` first extends each function beyond $[a,b]$ by its boundary values.

```lean
/-- For a family of radial functions jointly continuous in energy and radius, the overlap of
the member at `E` with the member at `F` is continuous in `F` at `E`. -/
theorem overlap_continuousAt {P : ℝ → ℝ → ℝ} {S : Set ℝ} {E a b : ℝ} (hab : a ≤ b)
    (hS : S ∈ 𝓝 E) (hc : ContinuousOn (fun p : ℝ × ℝ => P p.1 p.2) (S ×ˢ Icc a b)) :
    ContinuousAt (fun F => ∫ r in a..b, P E r * P F r) E := by
  have hES : E ∈ S := mem_of_mem_nhds hS
  -- extend the functions beyond `[a, b]` by their boundary values
  have hg : Continuous (fun p : S × ℝ => P p.1 (projIcc a b hab p.2)) :=
    hc.comp_continuous
      ((continuous_subtype_val.comp continuous_fst).prodMk
        (continuous_subtype_val.comp
          ((show Continuous (projIcc a b hab) from continuous_projIcc).comp continuous_snd)))
      (fun p => ⟨p.1.2, (projIcc a b hab p.2).2⟩)
  have hE : Continuous (fun p : S × ℝ => P E (projIcc a b hab p.2)) :=
    hg.comp ((continuous_const (y := (⟨E, hES⟩ : S))).prodMk continuous_snd)
  have hI := continuous_parametric_intervalIntegral_of_continuous' (μ := volume)
    (f := fun (F : S) (r : ℝ) => P E (projIcc a b hab r) * P F (projIcc a b hab r))
    (hE.mul hg) a b
  have hOn : ContinuousOn (fun F => ∫ r in a..b, P E r * P F r) S := by
    rw [continuousOn_iff_continuous_domRestrict]
    refine hI.congr fun F => intervalIntegral.integral_congr fun r hr => ?_
    rw [uIcc_of_le hab] at hr
    simp only [projIcc_of_mem hab hr]
  exact hOn.continuousAt hS
```

Let $\Delta(F)$ be the change from $a$ to $b$ of the Wronskian of $P_E$ and $P_F$. The overlap identity says $\Delta(F)=2(E-F)I(F)$, so $\Delta(E)=0$ and

$$\frac{\Delta(F)-\Delta(E)}{F-E}=-2I(F)\longrightarrow-2\int_a^bP_E^2\,dr .$$

No derivative is taken under the integral sign. The Lean proof computes this limit of the difference quotient and then transfers the derivative to $\Delta$.

```lean
/-- The Wronskian change between the solutions at `E` and `F`, as a function of `F`, has
derivative `-2 ∫ P²` at `F = E`. -/
theorem wronskian_change_hasDerivAt {V : ℝ → ℝ} {P dP : ℝ → ℝ → ℝ} {S : Set ℝ} {E a b : ℝ}
    (hab : a ≤ b) (hS : S ∈ 𝓝 E) (hP : ∀ F ∈ S, IsRadialSolution V F a b (P F) (dP F))
    (hc : ContinuousOn (fun p : ℝ × ℝ => P p.1 p.2) (S ×ˢ Icc a b)) :
    HasDerivAt (fun F => wronskian (P E) (dP E) (P F) (dP F) b -
      wronskian (P E) (dP E) (P F) (dP F) a) (-2 * ∫ r in a..b, P E r * P E r) E := by
  have hI := overlap_continuousAt hab hS hc
  have hD : HasDerivAt (fun F => 2 * (E - F) * ∫ r in a..b, P E r * P F r)
      (-2 * ∫ r in a..b, P E r * P E r) E := by
    rw [hasDerivAt_iff_tendsto_slope]
    -- the difference quotient is `-2` times the overlap
    refine ((hI.tendsto.const_mul (-2)).mono_left nhdsWithin_le_nhds).congr' ?_
    filter_upwards [self_mem_nhdsWithin] with F hF
    have hne : F - E ≠ 0 := sub_ne_zero.mpr hF
    rw [slope_def_field, eq_div_iff hne]
    ring
  refine hD.congr_of_eventuallyEq ?_
  filter_upwards [hS] with F hF
  exact (overlap_eq_wronskian_change hab (hP E (mem_of_mem_nhds hS)) (hP F hF)).symm
```

The same derivative can be read off at the ends. Let $u_a,u_b$ be the derivatives of $P_F(a),P_F(b)$ with respect to $F$ at $F=E$, and $v_a,v_b$ those of the slopes $P_F'(a),P_F'(b)$. These four derivatives are assumed to exist. Differentiating $\Delta$ term by term and equating the two results gives

$$2\int_a^bP_E^2\,dr=\bigl(P_E'(b)u_b-P_E(b)v_b\bigr)-\bigl(P_E'(a)u_a-P_E(a)v_a\bigr).$$

In Lean, `h1.unique h2` is the equating of the two derivatives.

```lean
/-- Normalisation formula: `2 ∫ P²` equals the change from `a` to `b` of
`P' ∂P/∂E - P ∂P'/∂E`, where `ua, ub` and `va, vb` are the energy derivatives of the
function and of its slope at the two ends. -/
theorem normalisation {V : ℝ → ℝ} {P dP : ℝ → ℝ → ℝ} {S : Set ℝ} {E a b ua ub va vb : ℝ}
    (hab : a ≤ b) (hS : S ∈ 𝓝 E) (hP : ∀ F ∈ S, IsRadialSolution V F a b (P F) (dP F))
    (hc : ContinuousOn (fun p : ℝ × ℝ => P p.1 p.2) (S ×ˢ Icc a b))
    (hua : HasDerivAt (fun F => P F a) ua E) (hub : HasDerivAt (fun F => P F b) ub E)
    (hva : HasDerivAt (fun F => dP F a) va E) (hvb : HasDerivAt (fun F => dP F b) vb E) :
    2 * ∫ r in a..b, P E r ^ 2 =
      (dP E b * ub - P E b * vb) - (dP E a * ua - P E a * va) := by
  have h1 := wronskian_change_hasDerivAt hab hS hP hc
  have h2 := ((hvb.const_mul (P E b)).fun_sub (hub.const_mul (dP E b))).fun_sub
    ((hva.const_mul (P E a)).fun_sub (hua.const_mul (dP E a)))
  have h := h1.unique h2
  simp only [pow_two]
  linarith
```

## A bound state between two zeros

Suppose every $P_F$ vanishes at $a$, and $P_E$ also vanishes at $b$. Then $\Delta(F)=-P_E'(b)P_F(b)$, and

$$2\int_a^bP_E^2\,dr=P_E'(b)\,u_b .$$

In the box, $P_E'(\pi)=-1$ and $u_b=-\pi$, so $2\int_0^\pi\sin^2r\,dr=\pi$, in agreement with the opening example.

Joint continuity matters here. On $[0,\pi]$ with $V=0$, keep $P_{1/2}=\sin r$ but set $P_F=0$ for every other $F$. Each member solves its equation and vanishes at both ends, so $u_b=0$, yet $2\int_0^\pi P_{1/2}^2\,dr=\pi$.

For one electron in an s state, with $a=0$, a potential finite at the nucleus and a hard wall at $b$, the formula turns an unnormalised $P_E$ into the contact density that enters hyperfine structure:

$$|\psi(0)|^2=\frac{P_E'(0)^2}{4\pi\int_0^bP_E^2\,dr}=\frac{P_E'(0)^2}{2\pi\,P_E'(b)\,u_b}.$$

```lean
/-- If all solutions of the family vanish at `a` and the one at energy `E` also vanishes at
`b`, then `2 ∫ P²` is its slope at `b` times the energy derivative of the function at `b`. -/
theorem normalisation_bound {V : ℝ → ℝ} {P dP : ℝ → ℝ → ℝ} {S : Set ℝ} {E a b ub : ℝ}
    (hab : a ≤ b) (hS : S ∈ 𝓝 E) (hP : ∀ F ∈ S, IsRadialSolution V F a b (P F) (dP F))
    (hc : ContinuousOn (fun p : ℝ × ℝ => P p.1 p.2) (S ×ˢ Icc a b))
    (ha : ∀ F ∈ S, P F a = 0) (hb : P E b = 0) (hub : HasDerivAt (fun F => P F b) ub E) :
    2 * ∫ r in a..b, P E r ^ 2 = dP E b * ub := by
  have h1 := wronskian_change_hasDerivAt hab hS hP hc
  -- only the term `-P'(b) P_F(b)` of the Wronskian change survives
  have h2 := (hub.const_mul (-(dP E b))).congr_of_eventuallyEq
    (f₁ := fun F => wronskian (P E) (dP E) (P F) (dP F) b -
      wronskian (P E) (dP E) (P F) (dP F) a) (by
        filter_upwards [hS] with F hF
        simp only [wronskian, hb, ha F hF, ha E (mem_of_mem_nhds hS)]
        ring)
  have h := h1.unique h2
  simp only [pow_two]
  linarith
```

## Free waves as an explicit family

The waves of the opening example supply a family that satisfies the assumptions on $P_F$. For $F>0$,

$$P_F(r)=\sin\bigl(\sqrt{2F}\,r\bigr).$$

```lean
/-- The free wave `sin (√(2F) r)`, for energies `F ≥ 0`. -/
def freeWave (F r : ℝ) : ℝ := Real.sin (√(2 * F) * r)
```

Their slope is

$$P_F'(r)=\sqrt{2F}\,\cos\bigl(\sqrt{2F}\,r\bigr).$$

```lean
/-- The slope `√(2F) cos (√(2F) r)` of the free wave, for energies `F ≥ 0`. -/
def freeSlope (F r : ℝ) : ℝ := √(2 * F) * Real.cos (√(2 * F) * r)
```

Differentiating once more gives $P_F''=-2F\,P_F=2(0-F)P_F$, the radial equation with $V=0$. Joint continuity follows because $P_F(r)$ is composed of continuous functions of $F$ and $r$. In Lean the chain rule gives both derivatives, and `hsq` supplies $\sqrt{2F}\,\sqrt{2F}=2F$. The set $S$ is the half-line $F>0$, a neighbourhood of each of its points, and $[a,b]$ is arbitrary.

```lean
/-- The free waves of positive energy solve the radial equation with `V = 0` and are jointly
continuous in energy and radius. -/
theorem freeWave_witness (a b : ℝ) :
    (∀ F ∈ Ioi (0 : ℝ), IsRadialSolution (fun _ => 0) F a b (freeWave F) (freeSlope F)) ∧
      ContinuousOn (fun p : ℝ × ℝ => freeWave p.1 p.2) (Ioi 0 ×ˢ Icc a b) := by
  constructor
  · intro F hF
    have hF0 : 0 < F := hF
    have hsq : √(2 * F) * √(2 * F) = 2 * F := Real.mul_self_sqrt (by linarith)
    have hk : ∀ r : ℝ, HasDerivAt (fun r => √(2 * F) * r) (√(2 * F)) r := fun r => by
      simpa using (hasDerivAt_id' r).const_mul (√(2 * F))
    refine ⟨fun r _ => ?_, fun r _ => ?_⟩
    · refine ((hk r).sin.congr_deriv ?_).hasDerivWithinAt
      simp only [freeSlope]
      ring
    · refine (((hk r).cos.const_mul (√(2 * F))).congr_deriv ?_).hasDerivWithinAt
      simp only [freeWave]
      linear_combination (-Real.sin (√(2 * F) * r)) * hsq
  · exact (Real.continuous_sin.comp ((Real.continuous_sqrt.comp
      (continuous_const.mul continuous_fst)).mul continuous_snd)).continuousOn

end

end RadialNormalisation
```

```lean
#print axioms RadialNormalisation.orthogonal_of_ne
#print axioms RadialNormalisation.normalisation
#print axioms RadialNormalisation.normalisation_bound
```

```
'RadialNormalisation.orthogonal_of_ne' depends on axioms: [propext, Classical.choice, Quot.sound]
'RadialNormalisation.normalisation' depends on axioms: [propext, Classical.choice, Quot.sound]
'RadialNormalisation.normalisation_bound' depends on axioms: [propext, Classical.choice, Quot.sound]
```
